# Helicity selection and the factors $\cos^2(\theta/2)$, $\sin^2(\theta/2)$ for massless Dirac spinors at static vector and scalar vertices

Let $u$ be a normalized massless positive-energy Dirac spinor of positive helicity along $z$, and let $w_+$ and $w_-$ be normalized massless positive-energy spinors of helicity $\pm1$ along a direction with polar angle $\theta$. Then

$$|\langle w_+,u\rangle|^2=\cos^2\tfrac\theta2,\qquad \langle w_-,u\rangle=0,\qquad \langle w_+,\beta u\rangle=0,\qquad |\langle w_-,\beta u\rangle|^2=\sin^2\tfrac\theta2 .$$

The vertex $1$ is the time component of a vector coupling, $u^\dagger u=\bar u\gamma^0u$, as for an electrostatic potential. The vertex $\beta$ is a scalar coupling, $u^\dagger\beta u=\bar uu$, as for a position-dependent mass term. To first order in the potential, the first therefore forbids backward scattering and the second forbids forward scattering.

These are the spin factors of first-order elastic scattering of a massless Dirac particle by a static potential of either kind. A cross section also needs the Fourier transform of the potential and the kinematic factors, which are not modelled here. Neither are mass, higher orders and the spatial components of a vector coupling.

```lean
import Mathlib

open Matrix

namespace MasslessDiracScattering

noncomputable section
```

## Spinors and operators in two-by-two blocks

A Dirac spinor is written as $w=(\chi,\eta)$, with an upper two-spinor $\chi$ and a lower two-spinor $\eta$. In Lean, the index type `Fin 2 ⊕ Fin 2` keeps this division: `Sum.inl i` labels $\chi_i$ and `Sum.inr i` labels $\eta_i$, with $i=0,1$.

```lean
/-- Four-component Dirac spinors, split into upper and lower two-spinors. -/
abbrev Spinor := Fin 2 ⊕ Fin 2 → ℂ
```

Operators are complex matrices on the same index set.

```lean
/-- Operators on Dirac spinors. -/
abbrev DiracOp := Matrix (Fin 2 ⊕ Fin 2) (Fin 2 ⊕ Fin 2) ℂ
```

For a real vector $n=(n_0,n_1,n_2)$, whose components are those along $x$, $y$ and $z$, the Pauli matrix along $n$ is

$$\sigma\cdot n=\begin{pmatrix} n_2 & n_0-in_1\\ n_0+in_1 & -n_2\end{pmatrix}.$$

```lean
/-- The Pauli matrix `σ·n` along `n`. -/
def sigmaDot (n : Fin 3 → ℝ) : Matrix (Fin 2) (Fin 2) ℂ :=
  !![(n 2 : ℂ), n 0 - Complex.I * n 1; n 0 + Complex.I * n 1, -(n 2 : ℂ)]
```

In the Dirac representation $\alpha\cdot n$ has $\sigma\cdot n$ in its off-diagonal blocks. With the momentum magnitude and the speed of light scaled to one, this is the massless Hamiltonian, and positive energy means eigenvalue $+1$.

```lean
/-- The massless Dirac Hamiltonian `α·n` for unit momentum `n`, in the Dirac representation. -/
def alphaDot (n : Fin 3 → ℝ) : DiracOp := fromBlocks 0 (sigmaDot n) (sigmaDot n) 0
```

The helicity operator $\Sigma\cdot n$ has $\sigma\cdot n$ in both diagonal blocks. Helicity is thus counted as $\pm1$, twice the spin projection in units of $\hbar$.

```lean
/-- The helicity operator `Σ·n`. -/
def spinDot (n : Fin 3 → ℝ) : DiracOp := fromBlocks (sigmaDot n) 0 0 (sigmaDot n)
```

The matrix $\beta$ keeps the upper two-spinor and reverses the sign of the lower one.

```lean
/-- The Dirac matrix `β`. -/
def beta : DiracOp := fromBlocks 1 0 0 (-1)
```

The outgoing direction is $n=(\sin\theta\cos\varphi,\ \sin\theta\sin\varphi,\ \cos\theta)$, and the incoming one has both angles zero.

```lean
/-- The unit vector with polar angle `θ` and azimuth `φ`; `direction 0 0` is the z axis. -/
def direction (θ φ : ℝ) : Fin 3 → ℝ :=
  ![Real.sin θ * Real.cos φ, Real.sin θ * Real.sin φ, Real.cos θ]
```

A state of helicity $h$ along $n$ is specified by three conditions:

$$(\alpha\cdot n)w=w,\qquad(\Sigma\cdot n)w=hw,\qquad \sum_i|w_i|^2=1 .$$

No phase is chosen, so the results hold for every spinor that meets these conditions.

```lean
/-- A normalized massless positive-energy spinor with momentum along `n` and helicity `h`. -/
structure IsHelicityState (n : Fin 3 → ℝ) (h : ℝ) (w : Spinor) : Prop where
  energy : alphaDot n *ᵥ w = w
  helicity : spinDot n *ᵥ w = (h : ℂ) • w
  norm : ∑ i, Complex.normSq (w i) = 1
```

The amplitude for an operator $\Gamma$ is $\langle w,\Gamma u\rangle=w^\dagger\Gamma u$, with the outgoing spinor conjugated.

```lean
/-- The matrix element `⟨w, Γ u⟩`. -/
def amp (w : Spinor) (Γ : DiracOp) (u : Spinor) : ℂ := star w ⬝ᵥ (Γ *ᵥ u)
```

Both couplings can be treated together through $\Gamma=g_V\,1+g_S\,\beta$, where $g_V$ and $g_S$ are arbitrary complex numbers.

```lean
/-- A vertex with vector coupling `gV` and scalar coupling `gS`. -/
def vertex (gV gS : ℂ) : DiracOp := gV • (1 : DiracOp) + gS • beta
```

## The lower two-spinor is $h$ times the upper one

The lower block of the energy equation reads $(\sigma\cdot n)\chi=\eta$. The upper block of the helicity equation reads $(\sigma\cdot n)\chi=h\chi$. Subtracting them gives

$$\eta=h\chi .$$

In the proof, `a` and `b` are these two equations for component $i$, and `linear_combination b - a` is the subtraction.

```lean
/-- The lower two-spinor of a massless helicity state is `h` times the upper one. -/
theorem lower_eq {n : Fin 3 → ℝ} {h : ℝ} {w : Spinor} (hw : IsHelicityState n h w)
    (i : Fin 2) : w (Sum.inr i) = h * w (Sum.inl i) := by
  have a := congrFun hw.energy (Sum.inr i)
  have b := congrFun hw.helicity (Sum.inl i)
  simp [alphaDot, spinDot, Matrix.mulVec, dotProduct, Fintype.sum_sum_type,
    Fin.sum_univ_two] at a b
  linear_combination b - a
```

## Weights of the upper components

Put $A=|\chi_0|^2$ and $B=|\chi_1|^2$. The helicity equation for $\chi$ is

$$n_2\chi_0+(n_0-in_1)\chi_1=h\chi_0,\qquad (n_0+in_1)\chi_0-n_2\chi_1=h\chi_1 .$$

Multiply the first equation by $\chi_0^*$ and the second by $\chi_1^*$, take real parts and subtract. The off-diagonal terms $(n_0-in_1)\chi_0^*\chi_1$ and $(n_0+in_1)\chi_1^*\chi_0$ are complex conjugates, so their real parts cancel, leaving

$$n_2(A+B)=h(A-B).$$

Since $\eta=h\chi$, normalization gives $(1+h^2)(A+B)=1$. With $h^2=1$ this is $A+B=\tfrac12$. Multiplying the previous relation by $h$ then gives $A-B=\tfrac12hn_2$, and therefore

$$A=\frac{1+hn_2}{4},\qquad B=\frac{1-hn_2}{4}.$$

Lean works with the real and imaginary parts of the two eigenvalue equations. The relation `K` is the one obtained by subtraction, `S` is $A+B=\tfrac12$, and the last two lines solve for $A$ and $B$.

```lean
/-- The weights of the two upper components of a helicity state are `(1 ± h n_z)/4`. -/
theorem upper_weight {n : Fin 3 → ℝ} {h : ℝ} {w : Spinor} (hh : h * h = 1)
    (hw : IsHelicityState n h w) :
    Complex.normSq (w (Sum.inl 0)) = (1 + h * n 2) / 4 ∧
    Complex.normSq (w (Sum.inl 1)) = (1 - h * n 2) / 4 := by
  have e0 := congrFun hw.helicity (Sum.inl 0)
  have e1 := congrFun hw.helicity (Sum.inl 1)
  simp [spinDot, sigmaDot, Matrix.mulVec, dotProduct, Fintype.sum_sum_type,
    Fin.sum_univ_two] at e0 e1
  have r0 := congrArg Complex.re e0
  have i0 := congrArg Complex.im e0
  have r1 := congrArg Complex.re e1
  have i1 := congrArg Complex.im e1
  simp at r0 i0 r1 i1
  have N := hw.norm
  simp only [Fintype.sum_sum_type, Fin.sum_univ_two, lower_eq hw, Complex.normSq_mul,
    Complex.normSq_ofReal] at N
  -- a relation between the two upper weights, from the eigenvalue equation
  have K : n 2 * (Complex.normSq (w (Sum.inl 0)) + Complex.normSq (w (Sum.inl 1)))
      = h * (Complex.normSq (w (Sum.inl 0)) - Complex.normSq (w (Sum.inl 1))) := by
    simp only [Complex.normSq_apply]
    linear_combination (w (Sum.inl 0)).re * r0 + (w (Sum.inl 0)).im * i0
      - (w (Sum.inl 1)).re * r1 - (w (Sum.inl 1)).im * i1
  generalize Complex.normSq (w (Sum.inl 0)) = A at *
  generalize Complex.normSq (w (Sum.inl 1)) = B at *
  have S : A + B = 1 / 2 := by linear_combination N / 2 - (A + B) / 2 * hh
  constructor
  · linear_combination S / 2 + h * n 2 / 2 * S - h / 2 * K - (A - B) / 2 * hh
  · linear_combination S / 2 - h * n 2 / 2 * S + h / 2 * K + (A - B) / 2 * hh
```

## One factor carries both couplings

For the incoming spinor $h=1$ and $n_2=1$. Its upper components $\xi_0,\xi_1$ therefore satisfy $|\xi_0|^2=\tfrac12$ and $\xi_1=0$, and its lower two-spinor equals the upper one. For an outgoing state $(\chi,h\chi)$ the upper blocks contribute $(g_V+g_S)\chi_0^*\xi_0$ and the lower blocks $h(g_V-g_S)\chi_0^*\xi_0$. Their sum is

$$\langle w,\Gamma u\rangle=\bigl[g_V(1+h)+g_S(1-h)\bigr]\chi_0^*\xi_0 .$$

Squaring and inserting the weights gives

$$|\langle w,\Gamma u\rangle|^2=\bigl|g_V(1+h)+g_S(1-h)\bigr|^2\,\frac{1+hn_2}{8}.$$

The statement `key` is the factorized amplitude, and the final rewriting inserts $|\chi_0|^2$ and $|\xi_0|^2$.

```lean
/-- The squared amplitude from a positive-helicity state along z to a state of helicity `h`
along `n`, for a mixed vector and scalar vertex. -/
theorem amp_sq {n : Fin 3 → ℝ} {h : ℝ} {w u : Spinor} (hh : h * h = 1)
    (hw : IsHelicityState n h w) (hu : IsHelicityState (direction 0 0) 1 u) (gV gS : ℂ) :
    ‖amp w (vertex gV gS) u‖ ^ 2 =
      Complex.normSq (gV * (1 + h) + gS * (1 - h)) * ((1 + h * n 2) / 8) := by
  have U := upper_weight (by norm_num) hu
  have z0 : direction 0 0 2 = 1 := by simp [direction]
  have u0 : Complex.normSq (u (Sum.inl 0)) = 1 / 2 := by
    rw [U.1, z0]; norm_num
  have u1 : u (Sum.inl 1) = 0 :=
    Complex.normSq_eq_zero.mp (by rw [U.2, z0]; norm_num)
  -- only the spin-up component of the incoming spinor contributes
  have key : amp w (vertex gV gS) u = (gV * (1 + h) + gS * (1 - h)) *
      ((starRingEnd ℂ) (w (Sum.inl 0)) * u (Sum.inl 0)) := by
    simp [amp, vertex, beta, Matrix.mulVec, dotProduct, Fintype.sum_sum_type,
      Fin.sum_univ_two, Matrix.one_apply, lower_eq hw, lower_eq hu, u1]
    ring
  rw [key, Complex.sq_norm, Complex.normSq_mul, Complex.normSq_mul, Complex.normSq_conj,
    (upper_weight hh hw).1, u0]
  ring
```

## The vector coupling keeps helicity and the scalar coupling flips it

The half-angle identity $\cos\theta=2\cos^2(\theta/2)-1$ puts the angular factor into its usual form.

```lean
/-- The half-angle form of `cos θ`. -/
theorem cos_half (θ : ℝ) : Real.cos θ = 2 * Real.cos (θ / 2) ^ 2 - 1 := by
  have h := Real.cos_two_mul (θ / 2)
  have e : 2 * (θ / 2) = θ := by ring
  rwa [e] at h
```

For $h=1$ the bracket is $2g_V$, and for $h=-1$ it is $2g_S$. With $n_2=\cos\theta$,

$$|\langle w_+,\Gamma u\rangle|^2=4|g_V|^2\,\frac{1+\cos\theta}{8}=|g_V|^2\cos^2\tfrac\theta2,$$

$$|\langle w_-,\Gamma u\rangle|^2=4|g_S|^2\,\frac{1-\cos\theta}{8}=|g_S|^2\sin^2\tfrac\theta2 .$$

Each final helicity receives only one of the couplings, so neither expression contains an interference term. In Lean the two brackets are the equations named `e`, and `wp` and `wm` stand for $w_+$ and $w_-$.

```lean
/-- For a mixed vertex the squared helicity-conserving amplitude is `|gV|² cos²(θ/2)` and the
squared helicity-flip amplitude is `|gS|² sin²(θ/2)`. -/
theorem mixed_vertex {θ φ : ℝ} {u wp wm : Spinor}
    (hu : IsHelicityState (direction 0 0) 1 u)
    (hp : IsHelicityState (direction θ φ) 1 wp)
    (hm : IsHelicityState (direction θ φ) (-1) wm) (gV gS : ℂ) :
    ‖amp wp (vertex gV gS) u‖ ^ 2 = ‖gV‖ ^ 2 * Real.cos (θ / 2) ^ 2 ∧
    ‖amp wm (vertex gV gS) u‖ ^ 2 = ‖gS‖ ^ 2 * Real.sin (θ / 2) ^ 2 := by
  have hz : direction θ φ 2 = Real.cos θ := by simp [direction]
  have h2 : Complex.normSq 2 = 4 := by norm_num [Complex.normSq_apply]
  constructor
  · have e : gV * (1 + ((1 : ℝ) : ℂ)) + gS * (1 - ((1 : ℝ) : ℂ)) = 2 * gV := by
      push_cast; ring
    rw [amp_sq (by norm_num) hp hu, e, Complex.normSq_mul, h2, hz, cos_half θ,
      Complex.sq_norm]
    ring
  · have e : gV * (1 + ((-1 : ℝ) : ℂ)) + gS * (1 - ((-1 : ℝ) : ℂ)) = 2 * gS := by
      push_cast; ring
    rw [amp_sq (by norm_num) hm hu, e, Complex.normSq_mul, h2, hz, cos_half θ,
      Complex.sq_norm, Real.sin_sq]
    ring
```

Setting $(g_V,g_S)=(1,0)$ gives the vertex $1$, and $(0,1)$ gives $\beta$. In each case one squared amplitude is zero, so the amplitude itself vanishes. This yields the four relations stated at the start, for all real $\theta$ and $\varphi$.

```lean
/-- For the vertex `1` the squared helicity-conserving amplitude is `cos²(θ/2)` and the flip
amplitude vanishes; for the vertex `β` the squared helicity-flip amplitude is `sin²(θ/2)` and the
conserving amplitude vanishes. -/
theorem vector_scalar_scattering {θ φ : ℝ} {u wp wm : Spinor}
    (hu : IsHelicityState (direction 0 0) 1 u)
    (hp : IsHelicityState (direction θ φ) 1 wp)
    (hm : IsHelicityState (direction θ φ) (-1) wm) :
    ‖amp wp 1 u‖ ^ 2 = Real.cos (θ / 2) ^ 2 ∧ amp wm 1 u = 0 ∧
    amp wp beta u = 0 ∧ ‖amp wm beta u‖ ^ 2 = Real.sin (θ / 2) ^ 2 := by
  have V := mixed_vertex hu hp hm 1 0
  have S := mixed_vertex hu hp hm 0 1
  have v : vertex 1 0 = 1 := by simp [vertex]
  have s : vertex 0 1 = beta := by simp [vertex]
  rw [v] at V
  rw [s] at S
  exact ⟨by simpa using V.1, by simpa using V.2, by simpa using S.1, by simpa using S.2⟩
```

## The forbidden directions

The allowed vector amplitude vanishes exactly when $\cos^2(\theta/2)=0$, that is, when $\cos\theta=-1$. The allowed scalar amplitude vanishes exactly when $\sin^2(\theta/2)=0$, that is, when $\cos\theta=1$. The other helicity channel is closed at every angle. To first order, therefore, the vector vertex reaches no positive-energy final state in the backward direction, and the scalar vertex reaches none in the forward direction.

The proof reads each equivalence in both directions from the squared amplitudes, using the half-angle identity.

```lean
/-- The helicity-conserving vector amplitude vanishes exactly for backward scattering, and the
helicity-flip scalar amplitude exactly for forward scattering. -/
theorem forbidden_directions {θ φ : ℝ} {u wp wm : Spinor}
    (hu : IsHelicityState (direction 0 0) 1 u)
    (hp : IsHelicityState (direction θ φ) 1 wp)
    (hm : IsHelicityState (direction θ φ) (-1) wm) :
    (amp wp 1 u = 0 ↔ Real.cos θ = -1) ∧ (amp wm beta u = 0 ↔ Real.cos θ = 1) := by
  obtain ⟨A, -, -, B⟩ := vector_scalar_scattering hu hp hm
  have c := cos_half θ
  rw [Real.sin_sq] at B
  refine ⟨⟨fun h => ?_, fun h => ?_⟩, ⟨fun h => ?_, fun h => ?_⟩⟩
  · rw [h, norm_zero] at A; linarith
  · have z : ‖amp wp 1 u‖ ^ 2 = 0 := by linarith
    exact norm_eq_zero.mp ((pow_eq_zero_iff two_ne_zero).mp z)
  · rw [h, norm_zero] at B; linarith
  · have z : ‖amp wm beta u‖ ^ 2 = 0 := by linarith
    exact norm_eq_zero.mp ((pow_eq_zero_iff two_ne_zero).mp z)
```

## Explicit helicity states in the $xz$-plane

The hypotheses are met by concrete spinors. Take real numbers $a,b$ and form the spinor with upper part $(a,b)$ and lower part $h(a,b)$.

```lean
/-- The spinor with real upper components `a`, `b` and lower components `h a`, `h b`. -/
def bispinor (h a b : ℝ) : Spinor :=
  Sum.elim ![(a : ℂ), (b : ℂ)] ![(h : ℂ) * a, (h : ℂ) * b]
```

For a direction $(x,0,z)$ the Pauli equation becomes

$$za+xb=ha,\qquad xa-zb=hb .$$

If it holds with $h^2=1$ and $a^2+b^2=\tfrac12$, the four-spinor satisfies all three defining conditions. The helicity equation is the Pauli equation in each block. The energy equation follows from it together with $h^2=1$, and the norm is $(1+h^2)(a^2+b^2)=1$. The Lean proof checks the two eigenvalue equations component by component.

```lean
/-- For a direction `(x, 0, z)`, a real Pauli eigenvector `(a, b)` with eigenvalue `h`, where `h² =
1` and `a² + b² = 1/2`, gives a massless Dirac helicity state. -/
theorem bispinor_state {x z h a b : ℝ} (h1 : z * a + x * b = h * a)
    (h2 : x * a - z * b = h * b) (hh : h * h = 1) (hn : a ^ 2 + b ^ 2 = 1 / 2) :
    IsHelicityState ![x, 0, z] h (bispinor h a b) := by
  have c1 : (z : ℂ) * a + x * b = h * a := by exact_mod_cast h1
  have c2 : (x : ℂ) * a - z * b = h * b := by exact_mod_cast h2
  have ch : (h : ℂ) * h = 1 := by exact_mod_cast hh
  refine ⟨?_, ?_, ?_⟩
  · ext i
    rcases i with i | i <;> fin_cases i <;>
      simp [alphaDot, sigmaDot, bispinor, Matrix.mulVec, dotProduct,
        Fintype.sum_sum_type, Fin.sum_univ_two]
    · linear_combination (h : ℂ) * c1 + (a : ℂ) * ch
    · linear_combination (h : ℂ) * c2 + (b : ℂ) * ch
    · linear_combination c1
    · linear_combination c2
  · ext i
    rcases i with i | i <;> fin_cases i <;>
      simp [spinDot, sigmaDot, bispinor, Matrix.mulVec, dotProduct,
        Fintype.sum_sum_type, Fin.sum_univ_two]
    · linear_combination c1
    · linear_combination c2
    · linear_combination (h : ℂ) * c1
    · linear_combination (h : ℂ) * c2
  · simp only [Fintype.sum_sum_type, Fin.sum_univ_two, bispinor, Sum.elim_inl, Sum.elim_inr,
      Matrix.cons_val_zero, Matrix.cons_val_one, Complex.normSq_mul, Complex.normSq_ofReal]
    linear_combination 2 * hn + (a ^ 2 + b ^ 2) * hh
```

For $(x,z)=(\sin\theta,\cos\theta)$, solutions for $(a,b)$ are

$$h=1:\ \tfrac1{\sqrt2}\left(\cos\tfrac\theta2,\ \sin\tfrac\theta2\right),\qquad h=-1:\ \tfrac1{\sqrt2}\left(-\sin\tfrac\theta2,\ \cos\tfrac\theta2\right).$$

The double-angle formulas verify the Pauli equation. The first solution at $\theta=0$ supplies an incoming spinor $u$, and the pair at general $\theta$ supplies $w_+$ and $w_-$ with $\varphi=0$.

```lean
/-- Explicit states of helicity `+1` and `-1` for every direction in the xz-plane. -/
theorem helicity_states_witness (θ : ℝ) :
    IsHelicityState (direction θ 0) 1
      (bispinor 1 (Real.cos (θ / 2) * √(1 / 2)) (Real.sin (θ / 2) * √(1 / 2))) ∧
    IsHelicityState (direction θ 0) (-1)
      (bispinor (-1) (-Real.sin (θ / 2) * √(1 / 2)) (Real.cos (θ / 2) * √(1 / 2))) := by
  have d : direction θ 0 = ![Real.sin θ, 0, Real.cos θ] := by simp [direction]
  have hc := cos_half θ
  have hs := Real.sin_two_mul (θ / 2)
  have e : 2 * (θ / 2) = θ := by ring
  rw [e] at hs
  have hp := Real.sin_sq_add_cos_sq (θ / 2)
  have hq : √(1 / 2 : ℝ) ^ 2 = 1 / 2 := Real.sq_sqrt (by norm_num)
  rw [d]
  generalize √(1 / 2 : ℝ) = q at *
  generalize Real.cos (θ / 2) = c at *
  generalize Real.sin (θ / 2) = s at *
  constructor
  · apply bispinor_state
    · linear_combination c * q * hc + s * q * hs + 2 * c * q * hp
    · linear_combination c * q * hs - s * q * hc
    · norm_num
    · linear_combination q ^ 2 * hp + hq
  · apply bispinor_state
    · linear_combination c * q * hs - s * q * hc
    · linear_combination -(s * q) * hs - c * q * hc - 2 * c * q * hp
    · norm_num
    · linear_combination q ^ 2 * hp + hq

end

end MasslessDiracScattering
```

```lean
#print axioms MasslessDiracScattering.vector_scalar_scattering
#print axioms MasslessDiracScattering.forbidden_directions
```

```
'MasslessDiracScattering.vector_scalar_scattering' depends on axioms: [propext, Classical.choice, Quot.sound]
'MasslessDiracScattering.forbidden_directions' depends on axioms: [propext, Classical.choice, Quot.sound]
```
